# With constant coefficients, the order-m part of a quadratic coupling of amplitude series sums over all pairs of orders adding up to m

Two vectors of amplitudes, `a` and `b`, are given as formal power series in one parameter, and are coupled quadratically with coefficients `q i j k` that do not depend on that parameter. The lemma says that the order-`m` coefficient of the coupling is the sum, over all pairs of orders adding up to `m`, of the coupling of the corresponding coefficient vectors of `a` and `b`. The index set is finite and the coefficients lie in an arbitrary field; the series need not converge, and `q` need not have any symmetry. The proof fixes a component `i`, expands both sides into finite sums, and then tries to match them by changing the order of summation.

The failing Lean file:

```lean
import Mathlib

open PowerSeries
open scoped Matrix

namespace CoeffVecQuad

noncomputable section

variable {K n : Type*} [Field K] [Fintype n]

/-- The quadratic coupling `Q(a, b)` of two amplitude vectors, with coefficients `q i j k`. -/
def quad {R : Type*} [CommRing R] (q : n → n → n → R) (a b : n → R) : n → R :=
  fun i => ∑ j, ∑ k, q i j k * (a j * b k)

/-- The vector of order-`m` coefficients of a family of amplitude series. -/
def coeffVec (m : ℕ) (t : n → K⟦X⟧) : n → K :=
  fun i => coeff m (t i)

/-- At order `m` the quadratic coupling collects all pairs of orders that add up to `m`. -/
theorem coeffVec_quad (q : n → n → n → K) (a b : n → K⟦X⟧) (m : ℕ) :
    coeffVec m (quad (fun i j k => C (q i j k)) a b) =
      ∑ p ∈ Finset.HasAntidiagonal.antidiagonal m, quad q (coeffVec p.1 a) (coeffVec p.2 b) := by
  ext i
  simp only [coeffVec, quad, map_sum, coeff_C_mul, coeff_mul, Finset.sum_apply, Finset.mul_sum]
  symm
  rw [Finset.sum_comm]
  exact Finset.sum_congr rfl fun j _ => Finset.sum_comm

end

end CoeffVecQuad
```

The error:

```
Main.lean:28:40: error: Type mismatch
  Finset.sum_comm
has type
  ∑ x ∈ ?m.76, ∑ y ∈ ?m.77, ?m.78 x y = ∑ y ∈ ?m.77, ∑ x ∈ ?m.76, ?m.78 x y
but is expected to have type
  ∑ x ∈ Finset.HasAntidiagonal.antidiagonal m, ∑ k, q i j k * ((coeff x.1) (a j) * (coeff x.2) (b k)) =
    ∑ x,
      ∑ x_1 ∈ Finset.HasAntidiagonal.antidiagonal m,
        ∑ i_1 ∈ Finset.HasAntidiagonal.antidiagonal x_1.2,
          (coeff x_1.1) (C (q i j x)) * ((coeff i_1.1) (a j) * (coeff i_1.2) (b x))
Main.lean:25:38: warning: This simp argument is unused:
  coeff_C_mul

Hint: Omit it from the simp argument list.
  [apply] simp only [coeffVec, quad, map_sum, coeff_mul, Finset.sum_apply, Finset.mul_sum]

Note: This linter can be disabled with `set_option linter.unusedSimpArgs false`
```

The repair, with which the file compiles:

```diff
@@ -23,5 +23,7 @@
       ∑ p ∈ Finset.HasAntidiagonal.antidiagonal m, quad q (coeffVec p.1 a) (coeffVec p.2 b) := by
   ext i
-  simp only [coeffVec, quad, map_sum, coeff_C_mul, coeff_mul, Finset.sum_apply, Finset.mul_sum]
+  -- pull out the constants first, then expand the product of the two amplitudes
+  simp only [coeffVec, quad, map_sum, coeff_C_mul, Finset.sum_apply]
+  simp only [coeff_mul, Finset.mul_sum]
   symm
   rw [Finset.sum_comm]
```

The error shows that the two sides differ by more than the order of their sums. On the right there is an extra sum over `antidiagonal x_1.2`, and the constant still sits inside `(coeff x_1.1) (C (q i j x))`. `Finset.sum_comm` only swaps two sums over the same summand, so it does not fit.

The extra sum comes from the `simp only` call. Both `coeff_C_mul` and `coeff_mul` match the coefficient of `C (q i j k) * (a j * b k)`, and here `coeff_mul` was used. It split the orders between the constant and the product `a j * b k`, then split that product again. `coeff_C_mul` was never used, as the warning says.

The repair leaves `coeff_mul` out of the first call, so `coeff_C_mul` takes the constant out as a plain factor `q i j k`. The second call then expands only `a j * b k`, and `Finset.mul_sum` moves the factor inside the resulting sum. Now the sides differ only in the order of summation, and the unchanged last lines finish the proof. The added comment has no effect on the proof.
